# Away from the origin, the Hessian of U(‖x‖) is U''(r) e eᵀ + (U'(r)/r)(1 − e eᵀ)

Let x be a nonzero vector in ℝ^d, with length r = ‖x‖ and direction e = x/r. Let U be a function of length with derivative U' on (0, ∞), and suppose that U' is itself differentiable at r, with derivative k = U''(r). Then the Hessian of the function y ↦ U(‖y‖) at x is

H = k e eᵀ + (U'(r)/r)(1 − e eᵀ).

If d ≥ 2, H is positive definite exactly when k > 0 and U'(r) > 0.

In a molecular force field that gives each bond a potential depending only on its length, x is the vector from one bonded atom to the other and U is the potential of that bond. The number k is the stiffness against stretching. The number U'(r) is the tension, positive when the bond pulls its ends together and negative when it pushes them apart. The second term of H says that the stiffness against sideways displacements is the tension divided by the length. In the Cartesian force-constant matrix of the whole molecule, this bond adds H to the diagonal block of each of its two atoms and −H to the two blocks that couple them.

## The bond vector and its projector

In Lean 4 with Mathlib:

```lean
import Mathlib

open Set Filter Topology

namespace RadialPotentialHessian

noncomputable section
```

The bond vector lives in Euclidean space of arbitrary finite dimension d, with the usual inner product ⟨·,·⟩ and norm. The physical case is d = 3.

```lean
/-- Euclidean space of dimension `d`, in which the bond vector lives. -/
abbrev Space (d : ℕ) := EuclideanSpace ℝ (Fin d)
```

The direction e is the bond vector divided by its length. In the code it is `bondDir x`.

```lean
variable {d : ℕ}

/-- The bond direction `e = x / ‖x‖` of a nonzero bond vector `x`. -/
def bondDir (x : Space d) : Space d := ‖x‖⁻¹ • x
```

The matrix e eᵀ is written without coordinates, as the linear map

v ↦ ⟨e, v⟩ e,

which keeps the part of v along the bond. Here `innerSL ℝ (bondDir x)` is the functional v ↦ ⟨e, v⟩, and `smulRight` multiplies its value by the vector e.

```lean
/-- The operator `e eᵀ`, which sends `v` to `⟨e, v⟩ e`, for a nonzero bond vector `x`. -/
def bondProj (x : Space d) : Space d →L[ℝ] Space d :=
  (innerSL ℝ (bondDir x)).smulRight (bondDir x)
```

The candidate Hessian takes two real parameters: `k` for the curvature U''(r) and `g` for the slope U'(r). At this stage it is only a formula, not yet linked to any potential.

```lean
/-- The operator `k e eᵀ + (g / r) (1 - e eᵀ)` for a nonzero bond vector `x` of length `r`. -/
def radialHessian (k g : ℝ) (x : Space d) : Space d →L[ℝ] Space d :=
  k • bondProj x + (g / ‖x‖) • (ContinuousLinearMap.id ℝ (Space d) - bondProj x)
```

Applied to a displacement v, it reads

H v = k ⟨e, v⟩ e + (g/r)(v − ⟨e, v⟩ e).

This holds by unfolding the definitions.

```lean
lemma radialHessian_apply (k g : ℝ) (x v : Space d) :
    radialHessian k g x v = k • (inner ℝ (bondDir x) v • bondDir x)
      + (g / ‖x‖) • (v - inner ℝ (bondDir x) v • bondDir x) := rfl
```

The direction has unit length, since ‖x/r‖ = ‖x‖/r = 1. This uses x ≠ 0.

```lean
/-- The bond direction is a unit vector. -/
theorem norm_bondDir {x : Space d} (hx : x ≠ 0) : ‖bondDir x‖ = 1 := by
  rw [bondDir, norm_smul, norm_inv, norm_norm, inv_mul_cancel₀ (norm_ne_zero_iff.mpr hx)]
```

## First derivatives of length and direction

For a displacement v and a small number t,

‖x + t v‖² = r² + 2t ⟨x, v⟩ + t² ‖v‖²,

so the squared length has derivative 2⟨x, v⟩ along v. The length is the square root of the squared length, and the square root has slope 1/(2r) at r². Hence

D‖x‖[v] = 2⟨x, v⟩/(2r) = ⟨e, v⟩.

Only the component of the displacement along the bond changes the length to first order.

The proof takes the same route. It differentiates √(‖y‖²), uses `hs` to identify this with ‖y‖, and then compares the two linear maps on an arbitrary v. `HasFDerivAt` denotes the full (Fréchet) derivative, which is stronger than having a derivative along each direction separately.

```lean
/-- The first derivative of the bond length along a displacement `v` is `⟨e, v⟩`. -/
theorem hasFDerivAt_bondLength {x : Space d} (hx : x ≠ 0) :
    HasFDerivAt (fun y : Space d => ‖y‖) (innerSL ℝ (bondDir x)) x := by
  have hr : ‖x‖ ≠ 0 := norm_ne_zero_iff.mpr hx
  have hs : ∀ y : Space d, √(‖y‖ ^ 2) = ‖y‖ := fun y => Real.sqrt_sq (norm_nonneg y)
  -- differentiate the length as the square root of the squared length
  have h := (hasStrictFDerivAt_norm_sq x).hasFDerivAt.sqrt (pow_ne_zero 2 hr)
  simp only [hs] at h
  refine h.congr_fderiv (ContinuousLinearMap.ext fun v => ?_)
  change 1 / (2 * ‖x‖) * (2 • inner ℝ x v) = inner ℝ (‖x‖⁻¹ • x) v
  rw [real_inner_smul_left, nsmul_eq_mul]
  push_cast
  field_simp
```

The direction is the product of 1/‖y‖ and y. By the chain rule the first factor has derivative −⟨e, v⟩/r² along v, and the second has derivative v. The product rule gives

De[v] = v/r − (⟨e, v⟩/r²) x = (v − ⟨e, v⟩ e)/r,

where the last step uses x = r e. The direction therefore turns only in response to transverse displacements, and it turns less for a longer bond. In the code, `hi` is the derivative of the inverse length and `h` is the product rule. The tactic `module` then verifies the vector identity.

```lean
/-- The derivative of the bond direction is `(1 - e eᵀ) / r`. -/
theorem hasFDerivAt_bondDir {x : Space d} (hx : x ≠ 0) :
    HasFDerivAt (fun y : Space d => bondDir y)
      (‖x‖⁻¹ • (ContinuousLinearMap.id ℝ (Space d) - bondProj x)) x := by
  have hi := (hasDerivAt_inv (norm_ne_zero_iff.mpr hx)).comp_hasFDerivAt x
    (hasFDerivAt_bondLength hx)
  have h : HasFDerivAt (fun y : Space d => bondDir y)
      (‖x‖⁻¹ • ContinuousLinearMap.id ℝ (Space d)
        + ((-(‖x‖ ^ 2)⁻¹) • innerSL ℝ (bondDir x)).smulRight x) x :=
    hi.smul (hasFDerivAt_id x)
  refine h.congr_fderiv (ContinuousLinearMap.ext fun v => ?_)
  change ‖x‖⁻¹ • v + (-(‖x‖ ^ 2)⁻¹ * inner ℝ (bondDir x) v) • x
    = ‖x‖⁻¹ • (v - inner ℝ (bondDir x) v • (‖x‖⁻¹ • x))
  module
```

## From the gradient to the Hessian

By the chain rule,

D(U(‖x‖))[v] = U'(r) ⟨e, v⟩ = ⟨U'(r) e, v⟩.

The gradient is the vector that represents this functional through the inner product, so it is U'(r) e. The force is its negative. The lemma needs U to be differentiable only at the one length ‖x‖, where `g` is its slope.

```lean
/-- The gradient of a radial potential is `U'(r) e`. -/
theorem hasGradientAt_radial {U : ℝ → ℝ} {g : ℝ} {x : Space d} (hx : x ≠ 0)
    (hU : HasDerivAt U g ‖x‖) :
    HasGradientAt (fun y : Space d => U ‖y‖) (g • bondDir x) x := by
  have h := hU.comp_hasFDerivAt x (hasFDerivAt_bondLength hx)
  rw [hasGradientAt_iff_hasFDerivAt]
  refine HasFDerivAt.congr_fderiv h (ContinuousLinearMap.ext fun v => ?_)
  change g * inner ℝ (bondDir x) v = inner ℝ (g • bondDir x) v
  rw [real_inner_smul_left]
```

The Hessian is the derivative of the gradient field y ↦ U'(‖y‖) e(y), where e(y) = y/‖y‖. Along v, the factor U'(‖y‖) changes at the rate k⟨e, v⟩, and the direction changes as computed above. The product rule gives

H v = k ⟨e, v⟩ e + (U'(r)/r)(v − ⟨e, v⟩ e),

which is the stated formula.

Differentiating the gradient at x requires knowing it at neighbouring points as well. This is why hypothesis `hU` supplies the derivative of U at every positive length, while `hU'` concerns the single length ‖x‖. A twice continuously differentiable U satisfies both, but continuity of U'' is not needed. In the proof, `h` is the product rule, and `he` states that the gradient equals U'(‖y‖) e(y) throughout a neighbourhood of x, because the nonzero vectors form an open set. The theorem thus concerns the actual derivative of Mathlib's `gradient`, not a matrix defined to be the Hessian.

```lean
/-- The Hessian of a radial potential, as the derivative of its gradient field, is
`U''(r) e eᵀ + (U'(r) / r) (1 - e eᵀ)`; here `k` is `U''(r)`. -/
theorem hasFDerivAt_gradient_radial {U U' : ℝ → ℝ} {k : ℝ} {x : Space d} (hx : x ≠ 0)
    (hU : ∀ s, 0 < s → HasDerivAt U (U' s) s) (hU' : HasDerivAt U' k ‖x‖) :
    HasFDerivAt (gradient (fun y : Space d => U ‖y‖)) (radialHessian k (U' ‖x‖) x) x := by
  -- product rule for the field `U'(r) e`
  have h : HasFDerivAt (fun y : Space d => U' ‖y‖ • bondDir y)
      (U' ‖x‖ • (‖x‖⁻¹ • (ContinuousLinearMap.id ℝ (Space d) - bondProj x))
        + (k • innerSL ℝ (bondDir x)).smulRight (bondDir x)) x :=
    (hU'.comp_hasFDerivAt x (hasFDerivAt_bondLength hx)).smul (hasFDerivAt_bondDir hx)
  -- the gradient equals this field near `x`
  have he : gradient (fun y : Space d => U ‖y‖) =ᶠ[𝓝 x]
      fun y : Space d => U' ‖y‖ • bondDir y := by
    filter_upwards [isOpen_ne.mem_nhds hx] with y hy
    exact (hasGradientAt_radial hy (hU _ (norm_pos_iff.mpr hy))).gradient
  refine (h.congr_of_eventuallyEq he).congr_fderiv (ContinuousLinearMap.ext fun v => ?_)
  rw [radialHessian_apply]
  change U' ‖x‖ • (‖x‖⁻¹ • (v - inner ℝ (bondDir x) v • bondDir x))
    + (k * inner ℝ (bondDir x) v) • bondDir x = _
  module
```

## Stretching and transverse curvature

Write c = ⟨e, v⟩. Taking the inner product of v with H v gives

⟨v, H v⟩ = k c² + (U'(r)/r)(‖v‖² − c²).

The first term is the stretching part. The second is the transverse part, since ‖v‖² − c² is the squared length of the component of v perpendicular to the bond. This squared length is never negative, whatever the sign of U'(r): by the Cauchy–Schwarz inequality |c| ≤ ‖e‖ ‖v‖ = ‖v‖, so c² ≤ ‖v‖². The lemma records both the identity and this inequality, for arbitrary `k` and `g`.

```lean
/-- For nonzero `x` of length `r`, and with `c = ⟨e, v⟩`, the quadratic form of `radialHessian k g
x` at `v` is `k c² + (g / r) (‖v‖² - c²)`, and `c² ≤ ‖v‖²`. -/
theorem inner_radialHessian (k g : ℝ) {x : Space d} (hx : x ≠ 0) (v : Space d) :
    inner ℝ v (radialHessian k g x v) = k * inner ℝ (bondDir x) v ^ 2
      + g / ‖x‖ * (‖v‖ ^ 2 - inner ℝ (bondDir x) v ^ 2)
    ∧ inner ℝ (bondDir x) v ^ 2 ≤ ‖v‖ ^ 2 := by
  constructor
  · rw [radialHessian_apply]
    simp only [inner_add_right, inner_sub_right, real_inner_smul_right,
      real_inner_self_eq_norm_sq, real_inner_comm (bondDir x) v]
    ring
  · have h := abs_real_inner_le_norm (bondDir x) v
    rw [norm_bondDir hx, one_mul] at h
    exact sq_le_sq.mpr (h.trans (le_abs_self _))
```

As a numerical instance, take d = 2, x = (3, 4) and the harmonic bond U(s) = (5/2)(s − 4)², in arbitrary units. Then r = 5, e = (0.6, 0.8), U'(5) = 5 and k = 5, so U'(r)/r = 1 and

H = 5 e eᵀ + (1 − e eᵀ) = 1 + 4 e eᵀ.

Its rows are (2.44, 1.92) and (1.92, 3.56). Acting on e it gives (3, 4) = 5e, and acting on the transverse unit vector (−0.8, 0.6) it returns that vector unchanged. The two curvatures are 5 along the bond and 1 across it. Both are positive, as they should be for a stretched bond with positive stiffness.

## Positive definiteness in two or more dimensions

To isolate the transverse term we need a nonzero vector w with ⟨e, w⟩ = 0. Suppose that for some vector x there were no nonzero w with ⟨x, w⟩ = 0. Then the linear map w ↦ ⟨x, w⟩ from ℝ^d to ℝ would be injective, which forces d ≤ 1. So for d ≥ 2 a transverse vector always exists. The lemma states this for every x, and it is applied below to e.

```lean
/-- In two or more dimensions every vector has a nonzero vector orthogonal to it. -/
theorem exists_transverse (hd : 2 ≤ d) (x : Space d) :
    ∃ w : Space d, w ≠ 0 ∧ inner ℝ x w = 0 := by
  by_contra! h
  have hinj : Function.Injective (innerSL ℝ x : Space d →L[ℝ] ℝ).toLinearMap :=
    (injective_iff_map_eq_zero _).2 fun w hw => by
      by_contra hw0
      exact h w hw0 hw
  have hle := LinearMap.finrank_le_finrank_of_injective hinj
  rw [finrank_euclideanSpace_fin, Module.finrank_self] at hle
  omega
```

Positive definite means that ⟨v, H v⟩ > 0 for every v ≠ 0. Suppose first that this holds.

For v = e we have c = 1 and ‖v‖² = 1, so ⟨e, H e⟩ = k, and therefore k > 0.

For v = w with ⟨e, w⟩ = 0, we have ⟨w, H w⟩ = (U'(r)/r)‖w‖². This is positive, and since ‖w‖² and r are positive, so is U'(r).

Conversely, let k > 0 and U'(r) > 0, and take any v ≠ 0. If c = 0, the quadratic form equals (U'(r)/r)‖v‖² > 0. If c ≠ 0, the stretching part k c² is positive and the transverse part is not negative, so the sum is positive.

The theorem states this equivalence for `fderiv ℝ (gradient ...) x`, the second derivative of the potential itself. Its first line replaces that derivative by the explicit formula. The two test vectors then prove one direction, and the split on whether c vanishes proves the other.

```lean
/-- In two or more dimensions the Hessian of a radial potential at a nonzero `x` is positive
definite exactly when `U''(r) > 0` and `U'(r) > 0`; here `k` is `U''(r)`. -/
theorem hessian_posDef_iff (hd : 2 ≤ d) {U U' : ℝ → ℝ} {k : ℝ} {x : Space d} (hx : x ≠ 0)
    (hU : ∀ s, 0 < s → HasDerivAt U (U' s) s) (hU' : HasDerivAt U' k ‖x‖) :
    (∀ v : Space d, v ≠ 0 →
      0 < inner ℝ v (fderiv ℝ (gradient (fun y : Space d => U ‖y‖)) x v))
      ↔ 0 < k ∧ 0 < U' ‖x‖ := by
  rw [(hasFDerivAt_gradient_radial hx hU hU').fderiv]
  have hr : 0 < ‖x‖ := norm_pos_iff.mpr hx
  constructor
  · intro h
    constructor
    · -- test on the bond direction
      have he : bondDir x ≠ 0 := norm_ne_zero_iff.mp (by rw [norm_bondDir hx]; exact one_ne_zero)
      have h1 := h _ he
      rw [(inner_radialHessian _ _ hx _).1, real_inner_self_eq_norm_sq, norm_bondDir hx] at h1
      linarith
    · -- test on a transverse displacement
      obtain ⟨w, hw, hew⟩ := exists_transverse hd (bondDir x)
      have h1 := h w hw
      rw [(inner_radialHessian _ _ hx _).1, hew] at h1
      have h2 : 0 < U' ‖x‖ / ‖x‖ * ‖w‖ ^ 2 := by linarith
      have h3 := pos_of_mul_pos_left h2 (sq_nonneg ‖w‖)
      have h4 := mul_pos h3 hr
      rwa [div_mul_cancel₀ _ hr.ne'] at h4
  · rintro ⟨hk, hg⟩ v hv
    obtain ⟨hq, hc⟩ := inner_radialHessian k (U' ‖x‖) hx v
    rw [hq]
    have hgr : 0 < U' ‖x‖ / ‖x‖ := div_pos hg hr
    by_cases h0 : inner ℝ (bondDir x) v = 0
    · have hv2 : 0 < ‖v‖ ^ 2 := pow_pos (norm_pos_iff.mpr hv) 2
      have := mul_pos hgr hv2
      rw [h0]
      linarith
    · have h1 : 0 < k * inner ℝ (bondDir x) v ^ 2 := mul_pos hk (pow_pos_of_ne h0)
      have h2 := mul_nonneg hgr.le (sub_nonneg.mpr hc)
      linarith
where
  pow_pos_of_ne {c : ℝ} (hc : c ≠ 0) : 0 < c ^ 2 := by positivity
```

The condition d ≥ 2 matters because in one dimension there is nothing transverse to the bond. Take d = 1, x = 1 and U(s) = (s − 2)²/2, a bond of rest length 2 compressed to length 1. Near x the potential is (y − 2)²/2, whose second derivative is 1, so the Hessian is positive definite. Yet U'(1) = −1. The formula for H still holds, with 1 − e eᵀ = 0, but the sign of U' no longer affects positive definiteness.

## A bond at its equilibrium length

At a stationary length U'(r) = 0, and the quadratic form reduces to

⟨v, H v⟩ = k c².

It vanishes on every transverse displacement, however large k is. The reason is that a straight transverse displacement t w changes the length from r to √(r² + t²‖w‖²), an increase of order t². Since U'(r) = 0, the energy then changes by less than order t², which leaves no curvature along w. The last theorem obtains the failure of positive definiteness from the equivalence, which would require U'(r) > 0.

```lean
/-- In two or more dimensions the Hessian of a radial potential is not positive definite at a
bond length where `U'(r) = 0`. -/
theorem not_posDef_of_stationary (hd : 2 ≤ d) {U U' : ℝ → ℝ} {k : ℝ} {x : Space d}
    (hx : x ≠ 0) (hU : ∀ s, 0 < s → HasDerivAt U (U' s) s) (hU' : HasDerivAt U' k ‖x‖)
    (h0 : U' ‖x‖ = 0) :
    ¬ ∀ v : Space d, v ≠ 0 →
      0 < inner ℝ v (fderiv ℝ (gradient (fun y : Space d => U ‖y‖)) x v) :=
  fun h => ((hessian_posDef_iff hd hx hU hU').mp h).2.ne' h0

end

end RadialPotentialHessian
```

For a single bond with a central potential, a zero transverse curvature at the equilibrium length is therefore expected, and does not signal a faulty Hessian in a simulation code. In a larger molecule other bonds, angle terms and non-bonded forces add their own curvature, and vibrational frequencies also depend on the masses. None of these enters the model here.

```lean
#print axioms RadialPotentialHessian.hessian_posDef_iff
#print axioms RadialPotentialHessian.not_posDef_of_stationary
```

```
'RadialPotentialHessian.hessian_posDef_iff' depends on axioms: [propext, Classical.choice, Quot.sound]
'RadialPotentialHessian.not_posDef_of_stationary' depends on axioms: [propext, Classical.choice, Quot.sound]
```
